# A Gaussian that satisfies the virial relation for x⁴ but not the cubic hypervirial relation

Set ħ = m = 1, take one particle on the line with H = p²/2 + x⁴, and let ψ be the positive square root of ρ, the centred normal density of variance s > 0. A prime means d/dx, integrals run over the whole line, and the cubic hypervirial of a real ψ is C[ψ] = ∫(3x²ψ'² − 4x⁶ψ² − (3/2)ψ²).

```lean
import Mathlib

open MeasureTheory
open scoped Real

namespace VirialNotHypervirial

noncomputable section

/-- The centred normal density of variance `s`. -/
def normalDensity (s x : ℝ) : ℝ :=
  (Real.sqrt (2 * π * s))⁻¹ * Real.exp (-(1 / (2 * s)) * x ^ 2)

/-- The Gaussian trial wavefunction of position variance `s`. -/
def trialState (s x : ℝ) : ℝ :=
  (Real.sqrt (Real.sqrt (2 * π * s)))⁻¹ * Real.exp (-(1 / (4 * s)) * x ^ 2)

/-- The cubic hypervirial of a real wavefunction in the potential `x ^ 4`. -/
def cubicHypervirial (ψ : ℝ → ℝ) : ℝ :=
  ∫ x, (3 * x ^ 2 * deriv ψ x ^ 2 - 4 * x ^ 6 * ψ x ^ 2 - 3 / 2 * ψ x ^ 2)

/-- The trial wavefunction is positive and its square is the normal density. -/
theorem trialState_spec {s : ℝ} (hs : 0 < s) (x : ℝ) :
    0 < trialState s x ∧ trialState s x ^ 2 = normalDensity s x := by
  constructor
  · unfold trialState
    positivity
  · unfold trialState normalDensity
    rw [mul_pow, inv_pow, Real.sq_sqrt (Real.sqrt_nonneg _), ← Real.exp_nat_mul]
    congr 2
    push_cast
    ring

/-- The slope of the trial wavefunction is `-x / (2 s)` times the wavefunction. -/
theorem trialState_hasDerivAt (s x : ℝ) :
    HasDerivAt (trialState s) (-(x / (2 * s)) * trialState s x) x := by
  have h : HasDerivAt (fun y : ℝ => -(1 / (4 * s)) * y ^ 2) (-(1 / (4 * s)) * (2 * x)) x :=
    ((hasDerivAt_pow 2 x).const_mul _).congr_deriv (by simp)
  have h2 := h.exp.const_mul (Real.sqrt (Real.sqrt (2 * π * s)))⁻¹
  refine h2.congr_deriv ?_
  simp only [trialState]
  ring

/-- Every moment of the normal density is a convergent integral. -/
theorem moment_integrable {s : ℝ} (hs : 0 < s) (n : ℕ) :
    Integrable (fun x : ℝ => x ^ n * normalDensity s x) := by
  have hn : (-1 : ℝ) < (n : ℝ) := by
    have := Nat.cast_nonneg (α := ℝ) n
    linarith
  have hb : 0 < 1 / (2 * s) := by positivity
  have h := integrable_rpow_mul_exp_neg_mul_sq hb hn
  simp only [Real.rpow_natCast] at h
  refine (h.const_mul (Real.sqrt (2 * π * s))⁻¹).congr (Filter.Eventually.of_forall fun x => ?_)
  simp only [normalDensity]
  ring

/-- Moments of the normal density two orders apart differ by the factor `(n + 1) s`. -/
theorem moment_step {s : ℝ} (hs : 0 < s) (n : ℕ) :
    ∫ x, x ^ (n + 2) * normalDensity s x = (n + 1) * s * ∫ x, x ^ n * normalDensity s x := by
  have hd : ∀ x : ℝ, HasDerivAt (fun y => y ^ (n + 1) * normalDensity s y)
      ((n + 1) * (x ^ n * normalDensity s x) - 1 / s * (x ^ (n + 2) * normalDensity s x)) x := by
    intro x
    have h : HasDerivAt (fun y : ℝ => -(1 / (2 * s)) * y ^ 2) (-(1 / (2 * s)) * (2 * x)) x :=
      ((hasDerivAt_pow 2 x).const_mul _).congr_deriv (by simp)
    have h2 : HasDerivAt (normalDensity s) (-(x / s) * normalDensity s x) x := by
      refine (h.exp.const_mul (Real.sqrt (2 * π * s))⁻¹).congr_deriv ?_
      simp only [normalDensity]
      ring
    refine ((hasDerivAt_pow (n + 1) x).fun_mul h2).congr_deriv ?_
    simp only [Nat.add_sub_cancel, Nat.cast_add, Nat.cast_one]
    ring
  have A := (moment_integrable hs n).const_mul ((n : ℝ) + 1)
  have B := (moment_integrable hs (n + 2)).const_mul (1 / s)
  -- the total derivative integrates to zero
  have h0 := integral_eq_zero_of_hasDerivAt_of_integrable hd (A.sub B)
    (moment_integrable hs (n + 1))
  rw [integral_sub A B, integral_const_mul, integral_const_mul] at h0
  have h1 : s * (1 / s) = 1 := mul_one_div_cancel hs.ne'
  linear_combination (-s) * h0 - (∫ x, x ^ (n + 2) * normalDensity s x) * h1

/-- The moments of order 0, 2, 4 and 6 of the normal density. -/
theorem normal_moments {s : ℝ} (hs : 0 < s) :
    ∫ x, normalDensity s x = 1 ∧ ∫ x, x ^ 2 * normalDensity s x = s ∧
    ∫ x, x ^ 4 * normalDensity s x = 3 * s ^ 2 ∧
    ∫ x, x ^ 6 * normalDensity s x = 15 * s ^ 3 := by
  have h0 : ∫ x, normalDensity s x = 1 := by
    simp only [normalDensity]
    have e : π / (1 / (2 * s)) = 2 * π * s := by
      rw [one_div, div_inv_eq_mul]
      ring
    rw [integral_const_mul, integral_gaussian, e]
    exact inv_mul_cancel₀ (Real.sqrt_pos.2 (by positivity)).ne'
  have h2 : ∫ x, x ^ 2 * normalDensity s x = s :=
    (moment_step hs 0).trans (by simp [h0])
  have h4 : ∫ x, x ^ 4 * normalDensity s x = 3 * s ^ 2 :=
    (moment_step hs 2).trans (by rw [h2]; push_cast; ring)
  have h6 : ∫ x, x ^ 6 * normalDensity s x = 15 * s ^ 3 :=
    (moment_step hs 4).trans (by rw [h4]; push_cast; ring)
  exact ⟨h0, h2, h4, h6⟩

/-- Both sides of the virial relation and the cubic hypervirial, for a Gaussian of any variance. -/
theorem gaussian_integrals {s : ℝ} (hs : 0 < s) :
    ∫ x, deriv (trialState s) x ^ 2 = 1 / (4 * s) ∧
    4 * ∫ x, x ^ 4 * trialState s x ^ 2 = 12 * s ^ 2 ∧
    cubicHypervirial (trialState s) = 3 / 4 - 60 * s ^ 3 := by
  obtain ⟨m0, m2, m4, m6⟩ := normal_moments hs
  have sp : ∀ x, trialState s x ^ 2 = normalDensity s x := fun x => (trialState_spec hs x).2
  have d : ∀ x, deriv (trialState s) x ^ 2 = 1 / (4 * s ^ 2) * (x ^ 2 * normalDensity s x) := by
    intro x
    rw [(trialState_hasDerivAt s x).deriv, mul_pow, sp]
    ring
  refine ⟨?_, ?_, ?_⟩
  · simp only [d]
    rw [integral_const_mul, m2, div_mul_eq_mul_div,
      div_eq_div_iff (by positivity) (by positivity)]
    ring
  · simp only [sp]
    rw [m4]
    ring
  · have e : ∀ x, 3 * x ^ 2 * deriv (trialState s) x ^ 2 - 4 * x ^ 6 * trialState s x ^ 2
        - 3 / 2 * trialState s x ^ 2 = 3 / (4 * s ^ 2) * (x ^ 4 * normalDensity s x)
        - 4 * (x ^ 6 * normalDensity s x) - 3 / 2 * (x ^ 0 * normalDensity s x) := by
      intro x
      rw [d, sp]
      ring
    have A := (moment_integrable hs 4).const_mul (3 / (4 * s ^ 2))
    have B := (moment_integrable hs 6).const_mul 4
    have C := (moment_integrable hs 0).const_mul (3 / 2)
    have AB : Integrable (fun x => 3 / (4 * s ^ 2) * (x ^ 4 * normalDensity s x)
        - 4 * (x ^ 6 * normalDensity s x)) := A.sub B
    have m0' : ∫ x, x ^ 0 * normalDensity s x = 1 := by simpa using m0
    have c : 3 / (4 * s ^ 2) * (3 * s ^ 2) = 9 / 4 := by
      rw [div_mul_eq_mul_div, div_eq_div_iff (by positivity) (by norm_num)]
      ring
    unfold cubicHypervirial
    simp only [e]
    rw [integral_sub AB C, integral_sub A B, integral_const_mul, integral_const_mul,
      integral_const_mul, m4, m6, m0', c]
    ring

/-- Virial does not imply hypervirial: the Gaussian with `s ^ 3 = 1 / 48` obeys the virial
relation for `x ^ 4`, while its cubic hypervirial is `-1 / 2`. -/
theorem virial_not_hypervirial {s : ℝ} (h : s ^ 3 = 1 / 48) :
    ∫ x, deriv (trialState s) x ^ 2 = 4 * ∫ x, x ^ 4 * trialState s x ^ 2 ∧
    cubicHypervirial (trialState s) = -1 / 2 := by
  have hs : 0 < s := by
    by_contra hn
    nlinarith [mul_nonneg (neg_nonneg.2 (not_lt.1 hn)) (sq_nonneg s)]
  obtain ⟨k, v, c⟩ := gaussian_integrals hs
  refine ⟨?_, by rw [c, h]; norm_num⟩
  rw [k, v, div_eq_iff (by positivity)]
  linear_combination (-48) * h

/-- The reverse failure: the Gaussian with `s ^ 3 = 1 / 80` has zero cubic hypervirial but
violates the virial relation. -/
theorem hypervirial_not_virial {s : ℝ} (h : s ^ 3 = 1 / 80) :
    cubicHypervirial (trialState s) = 0 ∧
    ∫ x, deriv (trialState s) x ^ 2 ≠ 4 * ∫ x, x ^ 4 * trialState s x ^ 2 := by
  have hs : 0 < s := by
    by_contra hn
    nlinarith [mul_nonneg (neg_nonneg.2 (not_lt.1 hn)) (sq_nonneg s)]
  obtain ⟨k, v, c⟩ := gaussian_integrals hs
  refine ⟨by rw [c, h]; norm_num, ?_⟩
  rw [k, v, Ne, div_eq_iff (by positivity)]
  intro h1
  have : (1 : ℝ) = 48 * s ^ 3 := by linear_combination h1
  rw [h] at this
  norm_num at this

/-- The cubic hypervirial vanishes for every eigenfunction of the quartic oscillator whose
density and squared slope have finite moments. -/
theorem hypervirial_of_eigenstate {ψ : ℝ → ℝ} {E : ℝ} (hψ : Differentiable ℝ ψ)
    (hψ' : Differentiable ℝ (deriv ψ))
    (heig : ∀ x, -(1 / 2) * deriv (deriv ψ) x + x ^ 4 * ψ x = E * ψ x)
    (hm : ∀ n : ℕ, Integrable (fun x => x ^ n * ψ x ^ 2))
    (hk : ∀ n : ℕ, Integrable (fun x => x ^ n * deriv ψ x ^ 2)) :
    cubicHypervirial ψ = 0 := by
  have hm' : ∀ n : ℕ, Integrable (fun x => x ^ n * (ψ x * ψ x)) := fun n => by
    simpa only [sq] using hm n
  have hk' : ∀ n : ℕ, Integrable (fun x => x ^ n * (deriv ψ x * deriv ψ x)) := fun n => by
    simpa only [sq] using hk n
  have hcont : Continuous (fun x => x ^ 2 * (ψ x * deriv ψ x)) :=
    (continuous_pow 2).mul (hψ.continuous.mul hψ'.continuous)
  have hc : Integrable (fun x => x ^ 2 * (ψ x * deriv ψ x)) := by
    refine ((hm 2).add (hk 2)).mono' hcont.aestronglyMeasurable
      (Filter.Eventually.of_forall fun x => ?_)
    show |x ^ 2 * (ψ x * deriv ψ x)| ≤ x ^ 2 * ψ x ^ 2 + x ^ 2 * deriv ψ x ^ 2
    rw [abs_le]
    constructor <;> nlinarith [sq_nonneg (x * (ψ x + deriv ψ x)),
      sq_nonneg (x * (ψ x - deriv ψ x)), sq_nonneg (x * ψ x), sq_nonneg (x * deriv ψ x)]
  -- the hypervirial density is the derivative of an integrable current
  have hJ : ∀ x, HasDerivAt (fun y => 1 / 2 * (y ^ 3 * (deriv ψ y * deriv ψ y))
      - y ^ 7 * (ψ y * ψ y) + E * (y ^ 3 * (ψ y * ψ y))
      + 3 / 2 * (y ^ 2 * (ψ y * deriv ψ y)) - 3 / 2 * (y ^ 1 * (ψ y * ψ y)))
      (3 * (x ^ 2 * deriv ψ x ^ 2) - 4 * (x ^ 6 * ψ x ^ 2) - 3 / 2 * (x ^ 0 * ψ x ^ 2)) x := by
    intro x
    have a := (hψ x).hasDerivAt
    have b := (hψ' x).hasDerivAt
    have e : deriv (deriv ψ) x = 2 * (x ^ 4 - E) * ψ x := by
      linear_combination (-2) * heig x
    rw [e] at b
    have p1 : HasDerivAt (fun y : ℝ => y ^ 1) 1 x :=
      (hasDerivAt_pow 1 x).congr_deriv (by norm_num)
    have p2 : HasDerivAt (fun y : ℝ => y ^ 2) (2 * x) x :=
      (hasDerivAt_pow 2 x).congr_deriv (by norm_num)
    have p3 : HasDerivAt (fun y : ℝ => y ^ 3) (3 * x ^ 2) x :=
      (hasDerivAt_pow 3 x).congr_deriv (by norm_num)
    have p7 : HasDerivAt (fun y : ℝ => y ^ 7) (7 * x ^ 6) x :=
      (hasDerivAt_pow 7 x).congr_deriv (by norm_num)
    have t1 := (p3.fun_mul (b.fun_mul b)).const_mul (1 / 2)
    have t2 := p7.fun_mul (a.fun_mul a)
    have t3 := (p3.fun_mul (a.fun_mul a)).const_mul E
    have t4 := (p2.fun_mul (a.fun_mul b)).const_mul (3 / 2)
    have t5 := (p1.fun_mul (a.fun_mul a)).const_mul (3 / 2)
    refine ((((t1.fun_sub t2).fun_add t3).fun_add t4).fun_sub t5).congr_deriv ?_
    ring
  have h0 := integral_eq_zero_of_hasDerivAt_of_integrable hJ
    ((((hk 2).const_mul 3).sub ((hm 6).const_mul 4)).sub ((hm 0).const_mul (3 / 2)))
    ((((((hk' 3).const_mul (1 / 2)).sub (hm' 7)).add ((hm' 3).const_mul E)).add
      (hc.const_mul (3 / 2))).sub ((hm' 1).const_mul (3 / 2)))
  rw [cubicHypervirial, ← h0]
  congr 1
  ext x
  ring

/-- The Gaussian that obeys the virial relation solves the quartic-oscillator Schrödinger
equation for no energy `E`. -/
theorem virial_gaussian_not_eigenstate {s : ℝ} (h : s ^ 3 = 1 / 48) (E : ℝ) :
    ¬ ∀ x, -(1 / 2) * deriv (deriv (trialState s)) x + x ^ 4 * trialState s x
      = E * trialState s x := by
  intro heig
  have hs : 0 < s := by
    by_contra hn
    nlinarith [mul_nonneg (neg_nonneg.2 (not_lt.1 hn)) (sq_nonneg s)]
  have sp : ∀ x, trialState s x ^ 2 = normalDensity s x := fun x => (trialState_spec hs x).2
  have hd : Differentiable ℝ (trialState s) :=
    fun x => (trialState_hasDerivAt s x).differentiableAt
  have e : deriv (trialState s) = fun x => -(x / (2 * s)) * trialState s x :=
    funext fun x => (trialState_hasDerivAt s x).deriv
  have hd' : Differentiable ℝ (deriv (trialState s)) := by
    rw [e]
    exact ((differentiable_id.div_const (2 * s)).neg).mul hd
  -- an eigenfunction would have zero cubic hypervirial
  have h0 := hypervirial_of_eigenstate hd hd' heig
    (fun n => by simpa only [sp] using moment_integrable hs n)
    (fun n => by
      refine ((moment_integrable hs (n + 2)).const_mul (1 / (4 * s ^ 2))).congr
        (Filter.Eventually.of_forall fun x => ?_)
      simp only [e, mul_pow, sp]
      ring)
  rw [(virial_not_hypervirial h).2] at h0
  norm_num at h0

end

end VirialNotHypervirial
```

```lean
#print axioms VirialNotHypervirial.hypervirial_not_virial
#print axioms VirialNotHypervirial.virial_gaussian_not_eigenstate
```

```
'VirialNotHypervirial.hypervirial_not_virial' depends on axioms: [propext, Classical.choice, Quot.sound]
'VirialNotHypervirial.virial_gaussian_not_eigenstate' depends on axioms: [propext, Classical.choice, Quot.sound]
```

## Two conditions on an eigenstate

For a stationary state, the expectation value of i[H, G] vanishes under suitable decay conditions. With G = (xp + px)/2 this is the virial relation

∫ψ'² = 4∫x⁴ψ²,

whose left side is twice the kinetic energy. With G = (x³p + px³)/2 it is C[ψ] = 0. The first tests the response to uniform scaling, the second the response to a position-dependent stretch.

In Lean, `trialState s` is ψ, `normalDensity s` is ρ, and `cubicHypervirial` is C, with `deriv` as the slope. `trialState_spec` confirms that ψ is positive and squares to ρ. The main theorem, `virial_not_hypervirial`, says that s³ = 1/48 gives the virial relation together with C[ψ] = −1/2. It assumes only the value of s³; positivity of s follows, since a nonpositive real number has a nonpositive cube.

## The Gaussian integrals

Differentiating the exponential gives ψ' = −xψ/(2s), which is `trialState_hasDerivAt`. For the moments, start from

(xⁿ⁺¹ρ)' = (n + 1)xⁿρ − xⁿ⁺²ρ/s.

Every moment is integrable (`moment_integrable`), so the left side integrates to zero, and

∫xⁿ⁺²ρ = (n + 1)s ∫xⁿρ.

This is `moment_step`. Starting from ∫ρ = 1, it gives s, 3s² and 15s³ for orders 2, 4 and 6, as collected in `normal_moments`. Since ψ'² = x²ρ/(4s²),

∫ψ'² = s/(4s²) = 1/(4s)

4∫x⁴ψ² = 12s²

C[ψ] = 3·3s²/(4s²) − 4·15s³ − 3/2 = 3/4 − 60s³.

`gaussian_integrals` proves these three formulas by rewriting each integrand in terms of moments. The virial sides agree exactly when 48s³ = 1, and then C[ψ] = 3/4 − 5/4 = −1/2.

The reverse implication fails too. At s³ = 1/80 the cubic hypervirial is zero, but the ratio of the right virial side to the left is 48s³ = 3/5. This is `hypervirial_not_virial`.

## Why an eigenfunction gives zero

Suppose −ψ''/2 + x⁴ψ = Eψ, so that ψ'' = 2(x⁴ − E)ψ. Define

J = ½x³ψ'² − x⁷ψ² + Ex³ψ² + (3/2)x²ψψ' − (3/2)xψ².

Differentiate and substitute for ψ''. The terms in x³ψψ', x⁷ψψ' and xψψ' cancel, as do those in Ex²ψ², leaving

J' = 3x²ψ'² − 4x⁶ψ² − (3/2)ψ².

If all moments of ψ² and ψ'² are finite, both J and J' are integrable, so ∫J' = 0 and C[ψ] = 0. In `hypervirial_of_eigenstate`, `hJ` is this differentiation, with `ring` doing the cancellation. The one mixed term in J is controlled by

|x²ψψ'| ≤ x²ψ² + x²ψ'².

The theorem takes a real ψ for which ψ and ψ' are differentiable, and assumes finite moments of ψ² and ψ'² of every order. These moment conditions express the rapid decay of a bound state; they are not derived from the Schrödinger equation. Normalisation is not needed, and no eigenfunction is shown to exist.

The Gaussian meets all the regularity and moment conditions. If it solved the equation for some E, C[ψ] would be zero, whereas at s³ = 1/48 it is −1/2. Hence `virial_gaussian_not_eigenstate`: this state, despite its exact virial balance, is an eigenfunction for no energy.

## In a variational calculation

For this one-parameter Gaussian family, the energy is

E(s) = 1/(8s) + 3s²,

and dE/ds = 0 gives s³ = 1/48. A program that optimises the width therefore reports a perfect virial balance, which shows that the scale has converged and not that the state is exact. This minimisation is an added observation, separate from the theorems above.

With ψ and ψ' already tabulated on a grid, the cubic hypervirial costs one more weighted sum. Here it would return −1/2 up to quadrature error and expose the wrong shape of the wavefunction. A zero of C by itself would not certify an eigenstate, as the Gaussian with s³ = 1/80 shows: it violates the virial relation.
